# A fractional power of a positive number as an integral over decaying exponentials

For real numbers 0 < a < 1 and s > 0, `integral_kernel` states that the integral of a u^(−a−1) (1 − e^(−su)) over u > 0 equals Γ(1−a) s^a. If s is read as a positive energy in suitable units, e^(−su) is its decay factor in imaginary time u, and the formula builds the fractional power s^a from such factors; the lemma itself concerns a single number s and no operator. The proof integrates by parts, using the function −u^(−a) (1 − e^(−su)), which tends to zero at both ends of the half-line. What remains is a Gamma-function integral.

As first written in Lean, the proof fails:

```lean
import Mathlib

open MeasureTheory Set Filter Topology

namespace IntegralKernel

noncomputable section

/-- For `0 < a < 1` and `s > 0` the kernel `u^(-a-1) (1 - exp(-s u))` is integrable on the
positive half-line. -/
theorem integrable_kernel {a s : ℝ} (ha : 0 < a) (ha1 : a < 1) (hs : 0 < s) :
    IntegrableOn (fun u : ℝ => u ^ (-a - 1) * (1 - Real.exp (-(s * u)))) (Ioi 0) := by
  have hm : Measurable (fun u : ℝ => u ^ (-a - 1) * (1 - Real.exp (-(s * u)))) := by fun_prop
  rw [← Ioc_union_Ioi_eq_Ioi (zero_le_one' ℝ)]
  refine IntegrableOn.union ?_ ?_
  · -- near zero, 1 - exp(-su) ≤ su
    have hg : IntegrableOn (fun u : ℝ => u ^ (-a)) (Ioc 0 1) :=
      (intervalIntegrable_iff_integrableOn_Ioc_of_le zero_le_one).1
        (intervalIntegral.intervalIntegrable_rpow' (by linarith))
    refine Integrable.mono' (hg.const_mul s) hm.aestronglyMeasurable ?_
    filter_upwards [ae_restrict_mem measurableSet_Ioc] with u hu
    have hp : 0 < u ^ (-a - 1) := Real.rpow_pos_of_pos hu.1 _
    have he : Real.exp (-(s * u)) ≤ 1 := Real.exp_le_one_iff.2 (by nlinarith [hu.1])
    have hl := Real.add_one_le_exp (-(s * u))
    have h1 : u ^ (-a) = u ^ (-a - 1) * u := by
      rw [← Real.rpow_add_one hu.1.ne']
      congr 1
      ring
    rw [Real.norm_of_nonneg (mul_nonneg hp.le (by linarith)), h1]
    nlinarith
  · -- far away, 1 - exp(-su) ≤ 1
    have hg : IntegrableOn (fun u : ℝ => u ^ (-a - 1)) (Ioi 1) :=
      integrableOn_Ioi_rpow_of_lt (by linarith) one_pos
    refine Integrable.mono' hg hm.aestronglyMeasurable ?_
    filter_upwards [ae_restrict_mem measurableSet_Ioi] with u hu
    have hu0 : 0 < u := lt_trans one_pos hu
    have hp : 0 < u ^ (-a - 1) := Real.rpow_pos_of_pos hu0 _
    have he : Real.exp (-(s * u)) ≤ 1 := Real.exp_le_one_iff.2 (by nlinarith)
    rw [Real.norm_of_nonneg (mul_nonneg hp.le (by linarith))]
    nlinarith [Real.exp_pos (-(s * u))]

/-- For `0 < a < 1` and `s > 0`, the integral of `a u^(-a-1) (1 - exp(-s u))` over `u > 0` is
`Γ(1-a) s^a`. -/
theorem integral_kernel {a s : ℝ} (ha : 0 < a) (ha1 : a < 1) (hs : 0 < s) :
    ∫ u in Ioi (0 : ℝ), a * (u ^ (-a - 1) * (1 - Real.exp (-(s * u)))) =
      Real.Gamma (1 - a) * s ^ a := by
  have hG : ∫ u in Ioi (0 : ℝ), u ^ (-a) * Real.exp (-(s * u)) =
      (1 / s) ^ (1 - a) * Real.Gamma (1 - a) := by
    have h := Real.integral_rpow_mul_exp_neg_mul_Ioi (a := 1 - a) (by linarith) hs
    rwa [show 1 - a - 1 = -a by ring] at h
  have hGi : IntegrableOn (fun u : ℝ => u ^ (-a) * Real.exp (-(s * u))) (Ioi 0) := by
    by_contra h
    have h0 := hG.symm.trans (integral_undef h)
    have h1 : 0 < Real.Gamma (1 - a) := Real.Gamma_pos_of_pos (by linarith)
    have h2 : 0 < (1 / s) ^ (1 - a) := Real.rpow_pos_of_pos (by positivity) _
    exact (mul_pos h2 h1).ne' h0
  have hK := (integrable_kernel ha ha1 hs).const_mul a
  have hb : ∀ u : ℝ, 0 < u → ‖-(u ^ (-a) * (1 - Real.exp (-(s * u))))‖ =
      u ^ (-a) * (1 - Real.exp (-(s * u))) := fun u hu => by
    have he : Real.exp (-(s * u)) ≤ 1 := Real.exp_le_one_iff.2 (by nlinarith)
    rw [norm_neg, Real.norm_of_nonneg
      (mul_nonneg (Real.rpow_pos_of_pos hu _).le (by linarith))]
  -- integration by parts: the boundary terms vanish at both ends
  have hparts := integral_Ioi_of_hasDerivAt_of_tendsto (a := (0 : ℝ)) (m := (0 : ℝ))
    (f := fun u : ℝ => -(u ^ (-a) * (1 - Real.exp (-(s * u)))))
    (f' := fun u : ℝ => a * (u ^ (-a - 1) * (1 - Real.exp (-(s * u)))) -
      s * (u ^ (-a) * Real.exp (-(s * u))))
    (by
      have hc : Tendsto (fun u : ℝ => s * u ^ (1 - a)) (𝓝[Ici 0] 0) (𝓝 0) := by
        have h : Continuous (fun u : ℝ => s * u ^ (1 - a)) :=
          continuous_const.mul (Real.continuous_rpow_const (by linarith))
        have h' := (h.tendsto 0).mono_left (nhdsWithin_le_nhds (s := Ici (0 : ℝ)))
        rwa [Real.zero_rpow (by linarith), mul_zero] at h'
      have h0 : -((0 : ℝ) ^ (-a) * (1 - Real.exp (-(s * 0)))) = 0 := by simp
      unfold ContinuousWithinAt
      rw [h0]
      refine squeeze_zero_norm' ?_ hc
      filter_upwards [self_mem_nhdsWithin] with u hu
      rcases eq_or_lt_of_le (show (0 : ℝ) ≤ u from hu) with h | h
      · rw [← h, h0, norm_zero, Real.zero_rpow (by linarith), mul_zero]
      · have h1 : u ^ (1 - a) = u ^ (-a) * u := by
          rw [← Real.rpow_add_one h.ne']
          congr 1
          ring
        rw [hb u h, h1]
        nlinarith [Real.add_one_le_exp (-(s * u)), Real.rpow_pos_of_pos h (-a)])
    (fun u hu => by
      have h0 : HasDerivAt (fun v : ℝ => -(s * v)) (-s) u :=
        ((hasDerivAt_id' u).const_mul s).fun_neg.congr_deriv (by ring)
      have h1 := h0.exp.const_sub 1
      have h2 := Real.hasDerivAt_rpow_const (x := u) (p := -a) (Or.inl (ne_of_gt hu))
      exact (h2.fun_mul h1).fun_neg.congr_deriv (by ring))
    (hK.sub (hGi.const_mul s))
    (by
      refine squeeze_zero_norm' ?_ (tendsto_rpow_neg_atTop ha)
      filter_upwards [eventually_gt_atTop 0] with u hu
      rw [hb u hu]
      nlinarith [Real.exp_pos (-(s * u)), Real.rpow_pos_of_pos hu (-a)])
  rw [integral_sub hK (hGi.const_mul s), integral_const_mul s, hG] at hparts
  have h1 : s ^ a = s ^ (-(1 - a)) * s := by
    rw [← Real.rpow_add_one hs.ne']
    congr 1
    ring
  rw [one_div, Real.inv_rpow hs.le, ← Real.rpow_neg hs.le] at hparts
  simp only [mul_zero, neg_zero, Real.exp_zero, sub_self] at hparts
  rw [h1]
  linear_combination hparts

end

end IntegralKernel
```

Messages:

```
Main.lean:76:10: error: Tactic `rewrite` failed: Did not find an occurrence of the pattern
  -(0 ^ (-a) * (1 - Real.exp (-(s * 0))))
in the target expression
  Tendsto (fun u => -(u ^ (-a) * (1 - Real.exp (-(s * u))))) (𝓝[≥] 0)
    (𝓝 ((fun u => -(u ^ (-a) * (1 - Real.exp (-(s * u))))) 0))

a s : ℝ
ha : 0 < a
ha1 : a < 1
hs : 0 < s
hG : ∫ (u : ℝ) in Ioi 0, u ^ (-a) * Real.exp (-(s * u)) = (1 / s) ^ (1 - a) * Real.Gamma (1 - a)
hGi : IntegrableOn (fun u => u ^ (-a) * Real.exp (-(s * u))) (Ioi 0) volume
hK : Integrable (fun x => a * (x ^ (-a - 1) * (1 - Real.exp (-(s * x))))) (volume.restrict (Ioi 0))
hb : ∀ (u : ℝ), 0 < u → ‖-(u ^ (-a) * (1 - Real.exp (-(s * u))))‖ = u ^ (-a) * (1 - Real.exp (-(s * u)))
hc : Tendsto (fun u => s * u ^ (1 - a)) (𝓝[≥] 0) (𝓝 0)
h0 : -(0 ^ (-a) * (1 - Real.exp (-(s * 0)))) = 0
⊢ Tendsto (fun u => -(u ^ (-a) * (1 - Real.exp (-(s * u))))) (𝓝[≥] 0)
    (𝓝 ((fun u => -(u ^ (-a) * (1 - Real.exp (-(s * u))))) 0))
```

Lean accepts the file once it reads:

```diff
@@ -74,9 +74,10 @@
       have h0 : -((0 : ℝ) ^ (-a) * (1 - Real.exp (-(s * 0)))) = 0 := by simp
       unfold ContinuousWithinAt
+      beta_reduce
       rw [h0]
       refine squeeze_zero_norm' ?_ hc
       filter_upwards [self_mem_nhdsWithin] with u hu
       rcases eq_or_lt_of_le (show (0 : ℝ) ≤ u from hu) with h | h
-      · rw [← h, h0, norm_zero, Real.zero_rpow (by linarith), mul_zero]
+      · rw [← h, h0, norm_zero, Real.zero_rpow (sub_pos.2 ha1).ne', mul_zero]
       · have h1 : u ^ (1 - a) = u ^ (-a) * u := by
           rw [← Real.rpow_add_one h.ne']
```

Cause. The error arises in the proof that the boundary function is continuous from the right at zero. After `unfold ContinuousWithinAt`, the limit in the goal is the value of that function at 0, but it is still written as a function applied to an argument, `(fun u => ...) 0`. The left side of `h0` is the same value with 0 already substituted for `u`. `rw` looks for that expression in the goal as it stands and doesn't carry out the substitution first, so it finds no match.

The added `beta_reduce` performs the substitution. The left side of `h0` then appears in the goal, and `rw [h0]` turns the limit into 0, as the squeeze argument that follows requires.

The other change, from `by linarith` to `(sub_pos.2 ha1).ne'`, is tidying. Both are ways to prove that 1 − a is nonzero, and the proof of `hc` uses `by linarith` for the same fact without an error.
